# The Bogoliubov energy of the charged Bose gas scales as r^(−3/4) and falls below every −C/r at low density

Consider identical charged bosons in their ground state, held together by a rigid, uniform background of opposite charge. Let r be the radius of the sphere that contains one particle on average. When the gas is dense, most particles occupy the zero-momentum state, and the Bogoliubov approximation treats the rest as independent oscillating modes. When the gas is dilute, Coulomb repulsion dominates and the natural energy per particle is electrostatic, of order −1/r. What does the Bogoliubov formula give if it is carried into that regime?

In atomic units (ħ, the particle mass, the particle charge and 4πε₀ all equal to 1) the density is n = 3/(4πr³) and the plasma frequency is w = √(4πn), so w² = 3/r³. A mode of momentum q has energy √(q⁴/4 + w²). Subtracting the kinetic energy q²/2 and the mean-field term w²/q², and summing over modes with the usual factor 1/2, gives the energy per particle

e(r) = (1/(2n)) ∫ d³q/(2π)³ [√(q⁴/4 + w²) − q²/2 − w²/q²].

The angular integration leaves

e(r) = (1/(4π²n)) ∫₀^∞ h_w(q) dq, with h_w(q) = q²(√(q⁴/4 + w²) − q²/2 − w²/q²).

Write J for the integral of h_1 over q > 0. For every r > 0, with w the plasma frequency at that r:

- h_w is integrable on q > 0, with integral w^(5/2) J, where −π/2 ≤ J < 0;
- e(r) = √w J/π = (3^(1/4) J/π) r^(−3/4);
- for C ≥ 0, e(r) < −C/r holds exactly when (πC)⁴ < 3J⁴r.

Hence, for every real C, e(r) < −C/r once r is large enough.

## From the mode integral to the crossover

Put s = √(q⁴/4 + w²), so that w² = s² − q⁴/4. For q > 0,

h_w(q) = q²s − q⁴/2 − w² = −(s − q²/2)².

Since (s − q²/2)(s + q²/2) = w², this becomes

h_w(q) = −w⁴/(s + q²/2)².

The large terms that cancelled in the original expression are gone. At w = 1 we have s ≥ 1, hence

(s + q²/2)² ≥ (1 + q²/2)² ≥ 1 + q²,

and therefore −1/(1 + q²) ≤ h_1(q) < 0. The Lorentzian 1/(1 + q²) has integral π/2 over q > 0, so h_1 is integrable and −π/2 ≤ J < 0.

For general w, measure momentum in units of √w:

h_w(√w q) = wq²(w√(q⁴/4 + 1) − wq²/2 − w/q²) = w² h_1(q).

The change of variable contributes a further √w, so the integral of h_w is w^(5/2) J. Because n = w²/(4π), the prefactor 1/(4π²n) equals 1/(πw²), and

e(r) = w^(5/2) J/(πw²) = √w J/π.

Inserting √w = (3/r³)^(1/4) gives the power law.

Finally, multiplying e(r) < −C/r by −πr turns it into πC < −J√w r. For C ≥ 0 both sides are nonnegative, so their fourth powers compare in the same way. As w² = 3/r³, the right side becomes J⁴(3/r³)r⁴ = 3J⁴r, which gives the stated condition. In the smallest case, C = 0, it reads 0 < 3J⁴r and holds for every r > 0: the energy is negative at all densities. A negative C is covered by comparing with −|C|/r, which is no larger than −C/r.

The comparison has a physical edge. Classical electrostatics, quoted here and not derived in the Lean file, bounds the Coulomb energy per particle in a uniform neutralising background from below by −C/r for a fixed C, and the kinetic energy is never negative. For simulations of this idealised Bose gas, the Bogoliubov energy is thus a reference for high density only; at low density it lies below what any state can reach.

## The model as Lean definitions

```lean
import Mathlib

open Real MeasureTheory Set Filter

namespace ChargedBoseGas

noncomputable section
```

The integrand h_w(q) is `modeIntegrand w q`, a function of two real numbers.

```lean
/-- Radial integrand of the Bogoliubov ground-state energy at plasma frequency `w`: the mode energy
minus the kinetic energy and the mean-field term, weighted by `q ^ 2`. -/
def modeIntegrand (w q : ℝ) : ℝ :=
  q ^ 2 * (√(q ^ 4 / 4 + w ^ 2) - q ^ 2 / 2 - w ^ 2 / q ^ 2)
```

The constant J is its integral over `Ioi 0`, the open half-line q > 0, at w = 1.

```lean
/-- The dimensionless integral `J`: the mode integral at unit plasma frequency. -/
def J : ℝ := ∫ q in Ioi (0 : ℝ), modeIntegrand 1 q
```

The next three definitions fix the density n, the plasma frequency w and the energy e(r) as functions of r, in atomic units.

```lean
/-- Number density of a gas with one particle per sphere of radius `r`. -/
def density (r : ℝ) : ℝ := 3 / (4 * π * r ^ 3)

/-- Plasma frequency of the gas in atomic units. -/
def plasmaFrequency (r : ℝ) : ℝ := √(4 * π * density r)

/-- Bogoliubov energy per particle of the charged Bose gas, after the angular integration. -/
def energy (r : ℝ) : ℝ :=
  1 / (4 * π ^ 2 * density r) * ∫ q in Ioi (0 : ℝ), modeIntegrand (plasmaFrequency r) q
```

The physics enters through `energy`, which takes the Bogoliubov formula as its starting point. There is no many-body Hamiltonian in the file: the neglect of interactions among excited particles, the infinite volume that turns the mode sum into an integral, and the rigid background are all built into this definition.

## Bounding and rescaling the integrand

The first theorem is the cancellation-free form of h_w, for positive w and q. In its proof `h2` shows that the integrand is minus a perfect square, and `h3` is the product identity that brings in w².

```lean
/-- The mode integrand written without cancellation between its terms. -/
theorem modeIntegrand_eq {w q : ℝ} (hw : 0 < w) (hq : 0 < q) :
    modeIntegrand w q = -(w ^ 4 / (√(q ^ 4 / 4 + w ^ 2) + q ^ 2 / 2) ^ 2) := by
  have hs : √(q ^ 4 / 4 + w ^ 2) ^ 2 = q ^ 4 / 4 + w ^ 2 := Real.sq_sqrt (by positivity)
  have hp : 0 < √(q ^ 4 / 4 + w ^ 2) := Real.sqrt_pos.2 (by positivity)
  unfold modeIntegrand
  generalize √(q ^ 4 / 4 + w ^ 2) = s at hs hp ⊢
  have hc : q ^ 2 * (w ^ 2 / q ^ 2) = w ^ 2 := mul_div_cancel₀ _ (by positivity)
  -- the integrand is minus a perfect square
  have h2 : q ^ 2 * (s - q ^ 2 / 2 - w ^ 2 / q ^ 2) = -(s - q ^ 2 / 2) ^ 2 := by
    linear_combination hs - hc
  have h3 : (s - q ^ 2 / 2) * (s + q ^ 2 / 2) = w ^ 2 := by linear_combination hs
  have hne : (s + q ^ 2 / 2) ^ 2 ≠ 0 := by positivity
  rw [h2, ← neg_div, eq_div_iff hne]
  linear_combination (-((s - q ^ 2 / 2) * (s + q ^ 2 / 2) + w ^ 2)) * h3
```

The scaling relation h_w(√w q) = w² h_1(q) follows by rewriting each term: `es` takes w out of the square root, and `ed` treats the mean-field term.

```lean
/-- Measuring momenta in units of `√w` reduces the integrand to unit plasma frequency. -/
theorem modeIntegrand_scaling {w : ℝ} (hw : 0 < w) (q : ℝ) :
    modeIntegrand w (√w * q) = w ^ 2 * modeIntegrand 1 q := by
  have e2 : (√w * q) ^ 2 = w * q ^ 2 := by rw [mul_pow, Real.sq_sqrt hw.le]
  have e4 : (√w * q) ^ 4 = w ^ 2 * q ^ 4 := by
    calc (√w * q) ^ 4 = ((√w * q) ^ 2) ^ 2 := by ring
      _ = w ^ 2 * q ^ 4 := by rw [e2]; ring
  have es : √(w ^ 2 * q ^ 4 / 4 + w ^ 2) = w * √(q ^ 4 / 4 + 1 ^ 2) := by
    rw [show w ^ 2 * q ^ 4 / 4 + w ^ 2 = w ^ 2 * (q ^ 4 / 4 + 1 ^ 2) by ring,
      Real.sqrt_mul (sq_nonneg w), Real.sqrt_sq hw.le]
  have ed : w ^ 2 / (w * q ^ 2) = w * (1 ^ 2 / q ^ 2) := by
    rcases eq_or_ne q 0 with rfl | hq
    · simp
    · field_simp
  unfold modeIntegrand
  rw [e2, e4, es, ed]
  ring
```

The two-sided bound at w = 1 uses the cancellation-free form. Here `h1` is s ≥ 1 and `h2` is the inequality 1 + q² ≤ (s + q²/2)²; taking reciprocals then gives the Lorentzian bound.

```lean
/-- At unit plasma frequency and for `q > 0`, the radial integrand is negative and not below minus
the Lorentzian `1 / (1 + q ^ 2)`. -/
theorem modeIntegrand_one_bounds {q : ℝ} (hq : 0 < q) :
    -(1 + q ^ 2)⁻¹ ≤ modeIntegrand 1 q ∧ modeIntegrand 1 q < 0 := by
  have h1 : 1 ≤ √(q ^ 4 / 4 + (1 : ℝ) ^ 2) :=
    (Real.le_sqrt' one_pos).2 (by have := pow_pos hq 4; linarith)
  rw [modeIntegrand_eq one_pos hq]
  generalize √(q ^ 4 / 4 + (1 : ℝ) ^ 2) = s at h1 ⊢
  have hs : 0 < s := by linarith
  have h2 : 1 + q ^ 2 ≤ (s + q ^ 2 / 2) ^ 2 := by
    nlinarith [mul_nonneg (sub_nonneg.2 h1) (sq_nonneg q), sq_nonneg (q ^ 2), sq_nonneg (s - 1)]
  have h3 : 1 / (s + q ^ 2 / 2) ^ 2 ≤ 1 / (1 + q ^ 2) :=
    one_div_le_one_div_of_le (by positivity) h2
  have h4 : 0 < 1 / (s + q ^ 2 / 2) ^ 2 := by positivity
  rw [one_pow, ← one_div]
  exact ⟨by linarith, by linarith⟩
```

## Integrability and the sign of J

Lean assigns the value 0 to the integral of a non-integrable function, so integrability needs a theorem of its own. The proof first dominates h_1 by the Lorentzian (`h1`), then carries the result to h_w(√w q) by the scaling relation (`h2`), and finally undoes the substitution (`h3`).

```lean
/-- The mode integrand is integrable over all momenta, for every positive plasma frequency. -/
theorem modeIntegrand_integrable {w : ℝ} (hw : 0 < w) :
    IntegrableOn (modeIntegrand w) (Ioi 0) := by
  have hm : Measurable (fun q => modeIntegrand 1 q) := by
    unfold modeIntegrand
    fun_prop
  -- domination by the Lorentzian at unit frequency
  have h1 : IntegrableOn (fun q => modeIntegrand 1 q) (Ioi 0) := by
    refine Integrable.mono' (integrable_inv_one_add_sq.integrableOn (s := Ioi (0 : ℝ)))
      hm.aestronglyMeasurable ?_
    refine ae_restrict_of_forall_mem measurableSet_Ioi fun q hq => ?_
    obtain ⟨ha, hb⟩ := modeIntegrand_one_bounds (mem_Ioi.1 hq)
    rw [Real.norm_eq_abs, abs_of_neg hb]
    linarith
  -- rescaling of the momentum
  have h2 : IntegrableOn (fun q => modeIntegrand w (√w * q)) (Ioi 0) := by
    simp only [modeIntegrand_scaling hw]
    exact Integrable.const_mul h1 (w ^ 2)
  have h3 := (integrableOn_Ioi_comp_mul_left_iff (modeIntegrand w) 0 (Real.sqrt_pos.2 hw)).1 h2
  rwa [mul_zero] at h3
```

The same substitution gives the value of the integral. In `h` the change of variable appears with the factor 1/√w, and `hp` splits w^(5/2) into w²√w.

```lean
/-- The mode integral is `J` times the power `5/2` of the plasma frequency. -/
theorem integral_modeIntegrand {w : ℝ} (hw : 0 < w) :
    ∫ q in Ioi (0 : ℝ), modeIntegrand w q = w ^ (5 / 2 : ℝ) * J := by
  have hs : 0 < √w := Real.sqrt_pos.2 hw
  have h := integral_comp_mul_left_Ioi (modeIntegrand w) 0 hs
  simp only [modeIntegrand_scaling hw, mul_zero, smul_eq_mul] at h
  rw [integral_const_mul] at h
  change w ^ 2 * J = _ at h
  have hp : w ^ (5 / 2 : ℝ) = w ^ 2 * √w := by
    rw [show (5 / 2 : ℝ) = 2 + 1 / 2 by norm_num, Real.rpow_add hw, Real.rpow_two,
      ← Real.sqrt_eq_rpow]
  rw [hp, mul_right_comm, h, mul_right_comm, inv_mul_cancel₀ hs.ne', one_mul]
```

The lower bound on J comes from integrating the Lorentzian bound, whose integral Mathlib evaluates through the arctangent. Strict negativity needs slightly more than a negative integrand. The proof uses the fact that a nonnegative integrable function has a positive integral exactly when it is nonzero on a set of positive measure; for −h_1 that set is the whole half-line.

```lean
/-- The dimensionless integral `J` is strictly negative and not below `-π / 2`. -/
theorem J_bounds : -(π / 2) ≤ J ∧ J < 0 := by
  have hi := modeIntegrand_integrable one_pos
  constructor
  · have h : ∫ q in Ioi (0 : ℝ), -(1 + q ^ 2)⁻¹ ≤ J :=
      setIntegral_mono_on (integrable_inv_one_add_sq.integrableOn.neg) hi measurableSet_Ioi
        fun q hq => (modeIntegrand_one_bounds (mem_Ioi.1 hq)).1
    rw [integral_neg, integral_Ioi_inv_one_add_sq, Real.arctan_zero, sub_zero] at h
    exact h
  · have h : 0 < ∫ q in Ioi (0 : ℝ), -modeIntegrand 1 q := by
      rw [setIntegral_pos_iff_support_of_nonneg_ae
        (ae_restrict_of_forall_mem measurableSet_Ioi fun q hq =>
          (neg_pos.2 (modeIntegrand_one_bounds (mem_Ioi.1 hq)).2).le) hi.neg]
      have hsup : Function.support (fun q => -modeIntegrand 1 q) ∩ Ioi 0 = Ioi 0 :=
        inter_eq_right.2 fun q hq =>
          (neg_pos.2 (modeIntegrand_one_bounds (mem_Ioi.1 hq)).2).ne'
      rw [hsup, Real.volume_Ioi]
      exact ENNReal.zero_lt_top
    rw [integral_neg] at h
    exact neg_pos.1 h
```

## The energy as a power of r

For r > 0 the definitions give w > 0 and w² = 3/r³.

```lean
/-- The plasma frequency is positive and its square is `3 / r ^ 3`. -/
theorem plasmaFrequency_sq {r : ℝ} (hr : 0 < r) :
    0 < plasmaFrequency r ∧ plasmaFrequency r ^ 2 = 3 / r ^ 3 := by
  have h : 4 * π * density r = 3 / r ^ 3 := by
    unfold density
    field_simp
  unfold plasmaFrequency
  rw [h]
  exact ⟨Real.sqrt_pos.2 (by positivity), Real.sq_sqrt (by positivity)⟩
```

The theorem `energy_eq` states both forms of the energy. The first, `h1`, inserts the integral and the density and simplifies. For the second, the proof shows that √w and 3^(1/4) r^(−3/4) have the same fourth power, 3/r³; both are nonnegative, so they are equal.

```lean
/-- The energy per particle is `J / π` times the square root of the plasma frequency, and so
scales with the particle spacing as `r ^ (-3/4)`. -/
theorem energy_eq {r : ℝ} (hr : 0 < r) :
    energy r = √(plasmaFrequency r) * J / π ∧
      energy r = 3 ^ (1 / 4 : ℝ) * J / π * r ^ (-(3 / 4) : ℝ) := by
  obtain ⟨hw, hw2⟩ := plasmaFrequency_sq hr
  have hu4 : √(plasmaFrequency r) ^ 4 = 3 / r ^ 3 := by
    rw [← hw2, show 4 = 2 * 2 from rfl, pow_mul, Real.sq_sqrt hw.le]
  have h1 : energy r = √(plasmaFrequency r) * J / π := by
    have hp : plasmaFrequency r ^ (5 / 2 : ℝ) = 3 / r ^ 3 * √(plasmaFrequency r) := by
      rw [show (5 / 2 : ℝ) = 2 + 1 / 2 by norm_num, Real.rpow_add hw, Real.rpow_two,
        ← Real.sqrt_eq_rpow, hw2]
    unfold energy
    rw [integral_modeIntegrand hw, hp]
    unfold density
    field_simp
  refine ⟨h1, ?_⟩
  -- identify the two positive numbers by their fourth powers
  have a : ((3 : ℝ) ^ (1 / 4 : ℝ)) ^ 4 = 3 := by
    rw [← Real.rpow_natCast ((3 : ℝ) ^ (1 / 4 : ℝ)) 4, ← Real.rpow_mul (by norm_num)]
    norm_num
  have b : (r ^ (-(3 / 4) : ℝ)) ^ 4 = (r ^ 3)⁻¹ := by
    rw [← Real.rpow_natCast (r ^ (-(3 / 4) : ℝ)) 4, ← Real.rpow_mul hr.le,
      show (-(3 / 4) : ℝ) * ((4 : ℕ) : ℝ) = -((3 : ℕ) : ℝ) by norm_num,
      Real.rpow_neg hr.le, Real.rpow_natCast]
  have hu : √(plasmaFrequency r) = 3 ^ (1 / 4 : ℝ) * r ^ (-(3 / 4) : ℝ) := by
    refine (pow_left_inj₀ (Real.sqrt_nonneg _) (by positivity) (by norm_num : 4 ≠ 0)).1 ?_
    rw [hu4, mul_pow, a, b, div_eq_mul_inv]
  rw [h1, hu]
  ring
```

## The threshold in r

The exact crossover is an equivalence for r > 0 and C ≥ 0. The step `key` computes (−J√w r)⁴ = 3J⁴r, and `hn` records that the base is nonnegative, which allows the fourth powers to be removed. What remains is the inequality πC < −J√w r, rearranged.

```lean
/-- Exact crossover for `C ≥ 0`: the energy per particle lies below `-C / r` precisely when the
spacing `r` exceeds a threshold proportional to `C ^ 4`. -/
theorem energy_lt_iff {r C : ℝ} (hr : 0 < r) (hC : 0 ≤ C) :
    energy r < -C / r ↔ (π * C) ^ 4 < 3 * J ^ 4 * r := by
  obtain ⟨hw, hw2⟩ := plasmaFrequency_sq hr
  have hu4 : √(plasmaFrequency r) ^ 4 = 3 / r ^ 3 := by
    rw [← hw2, show 4 = 2 * 2 from rfl, pow_mul, Real.sq_sqrt hw.le]
  have key : (-J * √(plasmaFrequency r) * r) ^ 4 = 3 * J ^ 4 * r := by
    calc (-J * √(plasmaFrequency r) * r) ^ 4
        = J ^ 4 * √(plasmaFrequency r) ^ 4 * r ^ 4 := by ring
      _ = 3 * J ^ 4 * r := by rw [hu4]; field_simp
  have hn : 0 ≤ -J * √(plasmaFrequency r) * r :=
    mul_nonneg (mul_nonneg (neg_pos.2 J_bounds.2).le (Real.sqrt_nonneg _)) hr.le
  rw [← key, pow_lt_pow_iff_left₀ (by positivity) hn (by norm_num), (energy_eq hr).1,
    div_lt_div_iff₀ Real.pi_pos hr]
  constructor <;> intro h <;> linarith
```

In the last theorem, `∀ᶠ r in atTop` means "for all sufficiently large r", that is, at all sufficiently low densities. The constant C may be any real number. The proof takes r positive and above (π|C|)⁴/(3J⁴), applies the crossover to |C|, and passes from −|C|/r to −C/r.

```lean
/-- For every constant `C`, the Bogoliubov energy per particle lies below `-C / r` at all
sufficiently low densities. -/
theorem energy_eventually_lt (C : ℝ) : ∀ᶠ r in atTop, energy r < -C / r := by
  have hJ : J ≠ 0 := J_bounds.2.ne
  have hJ4 : 0 < 3 * J ^ 4 := by positivity
  filter_upwards [eventually_gt_atTop 0, eventually_gt_atTop ((π * |C|) ^ 4 / (3 * J ^ 4))]
    with r hr h
  have h' : (π * |C|) ^ 4 < 3 * J ^ 4 * r := by
    have := (div_lt_iff₀ hJ4).1 h
    linarith
  exact ((energy_lt_iff hr (abs_nonneg C)).2 h').trans_le
    ((div_le_div_iff_of_pos_right hr).2 (neg_le_neg (le_abs_self C)))

end

end ChargedBoseGas
```

```lean
#print axioms ChargedBoseGas.energy_eventually_lt
```

```
'ChargedBoseGas.energy_eventually_lt' depends on axioms: [propext, Classical.choice, Quot.sound]
```
